# The shortest edges of a lattice do not always fix its cell

## Comparing two crystal structures

To find duplicates among computed crystal structures, one can choose for each lattice a primitive cell with the shortest edges and compare the metrics, allowing for relabelled and reversed axes. A match of the metrics shows that the lattices agree. A mismatch does not show that they differ, as the following pair of three-dimensional lattice metrics with integer entries demonstrates; atomic positions play no part.

For edges $a,b,c$, the metric is the matrix of their scalar products. Consider

$$G_1=\begin{pmatrix}4&2&1\\2&16&4\\1&4&16\end{pmatrix},\qquad
G_2=\begin{pmatrix}4&2&1\\2&16&-3\\1&-3&16\end{pmatrix}.$$

They have the same edge lengths and differ only in $b\cdot c$.

## What is claimed about the pair

The theorem `shortest_edges_not_unique` says that $G_1$ (`cellOne`) and $G_2$ (`cellTwo`) describe the same lattice, that both have the least possible trace, 36, and that no signed permutation of the axes carries $G_1$ into $G_2$.

- `LatticeEquivalent G H` means $H=U^{\mathsf T}GU$ for an integer matrix $U$ whose determinant is a unit, hence $\pm1$. The columns of $U$ are the new edges in the old basis.
- `IsTraceMinimal G` compares the sum of squared edges with that of every primitive cell of the lattice.
- `SignedPermRelated G H` means $H_{ij}=\varepsilon_i\varepsilon_jG_{\sigma(i)\sigma(j)}$, with a permutation $\sigma$ of the axes and signs $\varepsilon_i=\pm1$. Changes of handedness are allowed.

Indices 0, 1, 2 stand for $a,b,c$. In `cellMetric`, the letters $A,B,C$ are squared edges, and $D=b\cdot c$, $E=a\cdot c$, $F=a\cdot b$; here $F$ is not a structure factor.

The Lean model contains metrics, not vectors in space. The step to a real crystal is that a positive definite metric fixes the edges up to a rotation or reflection. Computed and measured metrics also have to be compared within a tolerance, which exact integer entries leave out.

## Where the tie comes from

Suppose $a\cdot a=2\,a\cdot b$ and replace $b$ by $b'=a-b$. Then

$$b'\cdot b'=a\cdot a-2a\cdot b+b\cdot b=b\cdot b,\qquad a\cdot b'=a\cdot a-a\cdot b=a\cdot b,$$

while $b'\cdot c=E-D$. For $G_1$ this is $1-4=-3$, which gives $G_2$.

A signed permutation preserves the sum of squared entries, $A^2+B^2+C^2+2(D^2+E^2+F^2)$. It can therefore relate the two cells only if $(E-D)^2=D^2$, that is, $E(E-2D)=0$. Conversely, if $E=0$, reversing $c$ relates them; if $E=2D$, the metric is unchanged. For our pair $E=1$ and $2D=8$, so neither case occurs.

The condition on $a\cdot b$ matters. Take $A=B=C=2$, $D=F=0$, $E=1$. Changing $D$ to $E-D=1$ takes the determinant of the metric from 6 to 4, so the lattice has changed.

In the limiting case of a hexagonal cell with a $60^\circ$ angle between $a$ and $b$ and with $c$ perpendicular to both, $D=E=0$ and the replacement leaves the metric as it was.

## Why no cell has a smaller trace

For integer coordinates $v_0,v_1,v_2$, the squared length in the first cell is

$$q=4v_0^2+16v_1^2+16v_2^2+4v_0v_1+2v_0v_2+8v_1v_2.$$

On the $a$ axis, $q=4v_0^2\ge4$ for a nonzero vector. Off the axis there are three cases.

- If $v_1=0$ and $v_2\ne0$, then $q=3v_0^2+(v_0+v_2)^2+15v_2^2$. This is $16v_2^2\ge16$ for $v_0=0$, and at least 18 otherwise.
- If $v_2=0$ and $v_1\ne0$, then $q=(2v_0+v_1)^2+15v_1^2$. This is at least 16 if the bracket is nonzero. Otherwise $v_1=-2v_0$ and $q=60v_0^2\ge60$.
- If both are nonzero, then
$$q=\tfrac14(4v_0+2v_1+v_2)^2+\tfrac72(v_1+v_2)^2+\tfrac{23}{2}v_1^2+\tfrac{49}{4}v_2^2>16.$$

Two edges of a basis cannot both lie on the $a$ axis. Two edges therefore contribute at least 16 each and the third at least 4, so the trace is at least 36. The second cell has the same lattice and trace 36, so it is minimal too.

## The Lean file

```lean
import Mathlib

open Matrix

namespace ShortestEdgesNotUnique

/-- The metric of a cell with squared edges `A = a·a`, `B = b·b`, `C = c·c` and
scalar products `D = b·c`, `E = a·c`, `F = a·b`. -/
def cellMetric (A B C D E F : ℤ) : Matrix (Fin 3) (Fin 3) ℤ :=
  !![A, F, E; F, B, D; E, D, C]

/-- Two metrics are lattice equivalent if an integer change of basis with determinant `±1`
carries the first into the second. -/
def LatticeEquivalent (G H : Matrix (Fin 3) (Fin 3) ℤ) : Prop :=
  ∃ U : Matrix (Fin 3) (Fin 3) ℤ, IsUnit U.det ∧ H = Uᵀ * G * U

/-- Two metrics are related by a signed permutation if relabelling the axes by `σ` and
reversing some of them, with signs `ε`, carries the first into the second. -/
def SignedPermRelated (G H : Matrix (Fin 3) (Fin 3) ℤ) : Prop :=
  ∃ (σ : Equiv.Perm (Fin 3)) (ε : Fin 3 → ℤ), (∀ j, ε j = 1 ∨ ε j = -1) ∧
    ∀ i j, H i j = ε i * ε j * G (σ i) (σ j)

/-- A metric is trace minimal if no cell of the same lattice has a smaller sum of squared
edges. -/
def IsTraceMinimal (G : Matrix (Fin 3) (Fin 3) ℤ) : Prop :=
  ∀ H, LatticeEquivalent G H → G.trace ≤ H.trace

/-- The squared length of the lattice vector with integer coordinates `v`. -/
def sqLength (G : Matrix (Fin 3) (Fin 3) ℤ) (v : Fin 3 → ℤ) : ℤ :=
  ∑ i, ∑ j, v i * G i j * v j

/-- The first cell, with `b·c = 4`. -/
def cellOne : Matrix (Fin 3) (Fin 3) ℤ := !![4, 2, 1; 2, 16, 4; 1, 4, 16]

/-- The second cell, with `b·c = -3`. -/
def cellTwo : Matrix (Fin 3) (Fin 3) ℤ := !![4, 2, 1; 2, 16, -3; 1, -3, 16]

/-- Successive changes of lattice basis compose to a change of lattice basis. -/
theorem LatticeEquivalent.trans {G H K : Matrix (Fin 3) (Fin 3) ℤ}
    (h₁ : LatticeEquivalent G H) (h₂ : LatticeEquivalent H K) : LatticeEquivalent G K := by
  obtain ⟨U, hU, rfl⟩ := h₁
  obtain ⟨V, hV, rfl⟩ := h₂
  refine ⟨U * V, ?_, ?_⟩
  · rw [Matrix.det_mul]
    exact hU.mul hV
  · rw [Matrix.transpose_mul]
    simp only [Matrix.mul_assoc]

/-- If `a·a = 2 a·b`, replacing `b` by `a - b` gives a cell of the same lattice with the same
three edge lengths, in which `b·c` has become `a·c - b·c`. -/
theorem edge_flip (B C D E F : ℤ) :
    LatticeEquivalent (cellMetric (2 * F) B C D E F)
      (cellMetric (2 * F) B C (E - D) E F) := by
  -- the columns are the new edges a, a - b, c
  refine ⟨!![1, 1, 0; 0, -1, 0; 0, 0, 1], by simp [Matrix.det_fin_three], ?_⟩
  ext i j
  fin_cases i <;> fin_cases j <;>
    simp [cellMetric, Matrix.mul_apply, Fin.sum_univ_three] <;> omega

/-- Relabelling and reversing axes preserves the sum of the squared entries of the metric. -/
theorem SignedPermRelated.sum_sq_eq {G H : Matrix (Fin 3) (Fin 3) ℤ}
    (h : SignedPermRelated G H) : ∑ i, ∑ j, H i j ^ 2 = ∑ i, ∑ j, G i j ^ 2 := by
  obtain ⟨σ, ε, hε, h⟩ := h
  have hsq : ∀ i j, H i j ^ 2 = G (σ i) (σ j) ^ 2 := by
    intro i j
    rw [h, mul_pow, mul_pow]
    have h1 : ∀ k, ε k ^ 2 = 1 := by
      intro k
      rcases hε k with hk | hk <;> rw [hk] <;> norm_num
    rw [h1, h1, one_mul, one_mul]
  calc ∑ i, ∑ j, H i j ^ 2 = ∑ i, ∑ j, G (σ i) (σ j) ^ 2 :=
        Finset.sum_congr rfl fun i _ => Finset.sum_congr rfl fun j _ => hsq i j
    _ = ∑ i, ∑ j, G (σ i) j ^ 2 :=
        Finset.sum_congr rfl fun i _ => Equiv.sum_comp σ (fun j => G (σ i) j ^ 2)
    _ = ∑ i, ∑ j, G i j ^ 2 := Equiv.sum_comp σ (fun i => ∑ j, G i j ^ 2)

/-- For `a·a = 2 a·b`, the cells before and after replacing `b` by `a - b` are related by a
signed permutation exactly when `a·c = 0` or `a·c = 2 b·c`. -/
theorem edge_flip_signedPerm_iff (B C D E F : ℤ) :
    SignedPermRelated (cellMetric (2 * F) B C D E F)
      (cellMetric (2 * F) B C (E - D) E F) ↔ E = 0 ∨ E = 2 * D := by
  constructor
  · intro h
    have hs : ∀ A B C D E F : ℤ, ∑ i, ∑ j, cellMetric A B C D E F i j ^ 2
        = A ^ 2 + B ^ 2 + C ^ 2 + 2 * (D ^ 2 + E ^ 2 + F ^ 2) := by
      intro A B C D E F
      simp [cellMetric, Fin.sum_univ_three]
      ring
    have h2 := h.sum_sq_eq
    rw [hs, hs] at h2
    -- equal sums of squares force (a·c - b·c)² = (b·c)²
    have h3 : E * (E - 2 * D) = 0 := by nlinarith
    rcases mul_eq_zero.mp h3 with h4 | h4
    · exact Or.inl h4
    · exact Or.inr (by linarith)
  · rintro (rfl | rfl)
    · -- reversing c suffices
      refine ⟨Equiv.refl _, ![1, 1, -1], ?_, ?_⟩
      · intro j
        fin_cases j <;> simp
      · intro i j
        fin_cases i <;> fin_cases j <;> simp [cellMetric]
    · -- the metric has not changed
      refine ⟨Equiv.refl _, fun _ => 1, fun _ => Or.inl rfl, ?_⟩
      intro i j
      fin_cases i <;> fin_cases j <;> simp [cellMetric] <;> omega

/-- In the first cell every lattice vector off the `a` axis has squared length at least 16. -/
theorem sixteen_le_sqLength (v : Fin 3 → ℤ) (h : ¬(v 1 = 0 ∧ v 2 = 0)) :
    16 ≤ sqLength cellOne v := by
  have hsq : ∀ n : ℤ, n ≠ 0 → 1 ≤ n ^ 2 := by
    intro n hn
    have : 0 < n ^ 2 := by positivity
    linarith
  have hq : sqLength cellOne v = 4 * v 0 ^ 2 + 16 * v 1 ^ 2 + 16 * v 2 ^ 2
      + 4 * v 0 * v 1 + 2 * v 0 * v 2 + 8 * v 1 * v 2 := by
    simp [sqLength, cellOne, Fin.sum_univ_three]
    ring
  rw [hq]
  by_cases hy : v 1 = 0
  · have hz : v 2 ≠ 0 := fun hz => h ⟨hy, hz⟩
    by_cases hx : v 0 = 0
    · rw [hx, hy]
      nlinarith [hsq _ hz]
    · rw [hy]
      nlinarith [hsq _ hx, hsq _ hz, sq_nonneg (v 0 + v 2)]
  · by_cases hz : v 2 = 0
    · rw [hz]
      by_cases hx : 2 * v 0 + v 1 = 0
      · have h1 : v 1 = -2 * v 0 := by linarith
        have h0 : v 0 ≠ 0 := by omega
        rw [h1]
        nlinarith [hsq _ h0]
      · nlinarith [hsq _ hx, hsq _ hy]
    · nlinarith [hsq _ hy, hsq _ hz, sq_nonneg (4 * v 0 + 2 * v 1 + v 2),
        sq_nonneg (v 1 + v 2)]

/-- In the first cell every nonzero lattice vector has squared length at least 4. -/
theorem four_le_sqLength (v : Fin 3 → ℤ) (hv : v ≠ 0) : 4 ≤ sqLength cellOne v := by
  by_cases h : v 1 = 0 ∧ v 2 = 0
  · have h0 : v 0 ≠ 0 := by
      intro h0
      apply hv
      ext i
      fin_cases i <;> simp [h0, h.1, h.2]
    have hpos : 0 < v 0 ^ 2 := by positivity
    have hq : sqLength cellOne v = 4 * v 0 ^ 2 := by
      simp [sqLength, cellOne, Fin.sum_univ_three, h.1, h.2]
      ring
    rw [hq]
    linarith
  · linarith [sixteen_le_sqLength v h]

/-- No cell of the lattice of the first cell has a smaller sum of squared edges. -/
theorem cellOne_traceMinimal : IsTraceMinimal cellOne := by
  rintro H ⟨U, hU, rfl⟩
  have hd : U.det ≠ 0 := hU.ne_zero
  have ht : (Uᵀ * cellOne * U).trace = sqLength cellOne (fun i => U i 0)
      + sqLength cellOne (fun i => U i 1) + sqLength cellOne (fun i => U i 2) := by
    simp [Matrix.trace, Matrix.mul_apply, sqLength, Fin.sum_univ_three]
    ring
  have h36 : cellOne.trace = 36 := by
    simp [cellOne, Matrix.trace, Fin.sum_univ_three]
  have hnz : ∀ j, 4 ≤ sqLength cellOne (fun i => U i j) := fun j =>
    four_le_sqLength _ fun h =>
      hd (Matrix.det_eq_zero_of_column_eq_zero j fun i => congrFun h i)
  -- two new edges cannot both lie on the a axis
  have h01 : (U 1 0 = 0 ∧ U 2 0 = 0) → ¬(U 1 1 = 0 ∧ U 2 1 = 0) := fun p q =>
    hd (by rw [Matrix.det_fin_three, p.1, p.2, q.1, q.2]; ring)
  have h02 : (U 1 0 = 0 ∧ U 2 0 = 0) → ¬(U 1 2 = 0 ∧ U 2 2 = 0) := fun p q =>
    hd (by rw [Matrix.det_fin_three, p.1, p.2, q.1, q.2]; ring)
  have h12 : (U 1 1 = 0 ∧ U 2 1 = 0) → ¬(U 1 2 = 0 ∧ U 2 2 = 0) := fun p q =>
    hd (by rw [Matrix.det_fin_three, p.1, p.2, q.1, q.2]; ring)
  rw [ht, h36]
  by_cases h0 : U 1 0 = 0 ∧ U 2 0 = 0
  · linarith [hnz 0, sixteen_le_sqLength (fun i => U i 1) (h01 h0),
      sixteen_le_sqLength (fun i => U i 2) (h02 h0)]
  · by_cases h1 : U 1 1 = 0 ∧ U 2 1 = 0
    · linarith [hnz 1, sixteen_le_sqLength (fun i => U i 0) h0,
        sixteen_le_sqLength (fun i => U i 2) (h12 h1)]
    · linarith [hnz 2, sixteen_le_sqLength (fun i => U i 0) h0,
        sixteen_le_sqLength (fun i => U i 1) h1]

/-- The two cells span the same lattice and both attain its minimal sum of squared edges, 36,
yet no relabelling and reversal of axes carries the first metric into the second. -/
theorem shortest_edges_not_unique :
    LatticeEquivalent cellOne cellTwo ∧
    (cellOne.trace = 36 ∧ IsTraceMinimal cellOne) ∧
    (cellTwo.trace = 36 ∧ IsTraceMinimal cellTwo) ∧
    ¬ SignedPermRelated cellOne cellTwo := by
  have hc1 : cellMetric (2 * 2) 16 16 4 1 2 = cellOne := by
    norm_num [cellMetric, cellOne]
  have hc2 : cellMetric (2 * 2) 16 16 (1 - 4) 1 2 = cellTwo := by
    norm_num [cellMetric, cellTwo]
  have he := edge_flip 16 16 4 1 2
  have hs := edge_flip_signedPerm_iff 16 16 4 1 2
  rw [hc1, hc2] at he hs
  have t1 : cellOne.trace = 36 := by
    simp [cellOne, Matrix.trace, Fin.sum_univ_three]
  have t2 : cellTwo.trace = 36 := by
    simp [cellTwo, Matrix.trace, Fin.sum_univ_three]
  refine ⟨he, ⟨t1, cellOne_traceMinimal⟩, ⟨t2, ?_⟩, ?_⟩
  · -- every cell equivalent to the second is equivalent to the first
    intro H hH
    rw [t2, ← t1]
    exact cellOne_traceMinimal H (he.trans hH)
  · intro h
    have h' := hs.mp h
    omega

end ShortestEdgesNotUnique
```

```lean
#print axioms ShortestEdgesNotUnique.shortest_edges_not_unique
```

```
'ShortestEdgesNotUnique.shortest_edges_not_unique' depends on axioms: [propext, Classical.choice, Quot.sound]
```

## From the derivation to the proof

`edge_flip` supplies the matrix $U$ with columns $a,a-b,c$ and checks the nine entries. `SignedPermRelated.sum_sq_eq` removes the signs by squaring and reindexes both sums by $\sigma$. `edge_flip_signedPerm_iff` uses it to obtain $E(E-2D)=0$, and gives the explicit signs for the converse.

`sixteen_le_sqLength` follows the three cases above: `nlinarith` receives the squares and the fact that a nonzero integer has square at least 1. `four_le_sqLength` adds the vectors on the axis.

`cellOne_traceMinimal` writes the new trace as the sum of the squared lengths of the columns of $U$. A zero column, or two columns on the $a$ axis, would make $\det U=0$; `linarith` then adds the bounds.

In the final theorem, `LatticeEquivalent.trans` carries minimality to the second cell, and `omega` refutes $1=0$ or $1=8$.
